# Finitely many delta scatterers of finite real strength on a line trap no wave at positive energy

On a line, two equal point sources half a wavelength apart cancel each other everywhere outside the interval between them and also at their own sites, and a delta scatterer of finite strength emits in proportion to the wave at its site, so two such scatterers cannot sustain this pattern. The file below turns this into a theorem on purely outgoing waves for any finite number of delta scatterers with real strengths on a line, and for two scatterers it finds the exact condition for a singular multiple-scattering matrix and the inverse in closed form.

```lean
import Mathlib

open Complex Finset
open scoped Matrix ComplexConjugate

namespace DeltaNoBoundStateInContinuum

noncomputable section

variable {n : Type*} [Fintype n]

/-- Outgoing free Green function in one dimension, `exp(ik|y|)/(2ik)`. -/
def green (k y : ℝ) : ℂ := cexp (I * k * ((|y| : ℝ) : ℂ)) / (2 * I * k)

/-- Wave at `y` radiated by point sources `c l` at the positions `x l`. -/
def wave (k : ℝ) (x : n → ℝ) (c : n → ℂ) (y : ℝ) : ℂ := ∑ l, green k (y - x l) * c l

/-- Far-field amplitude `∑ exp(iκ x_l) c_l` of the sources. -/
def amp (κ : ℝ) (x : n → ℝ) (c : n → ℂ) : ℂ := ∑ l, cexp (I * κ * x l) * c l

/-- Matrix of the Green function between the scatterer positions. -/
def greenMatrix (k : ℝ) (x : n → ℝ) : Matrix n n ℂ :=
  Matrix.of fun j l => green k (x j - x l)

/-- Multiple-scattering matrix `diag(1/v_j) - G` of delta scatterers of strengths `v_j`. -/
def scatteringMatrix [DecidableEq n] (k : ℝ) (x v : n → ℝ) : Matrix n n ℂ :=
  Matrix.diagonal (fun j => 1 / (v j : ℂ)) - greenMatrix k x

/-- On-site Green function `1/(2ik)`. -/
def onsite (k : ℝ) : ℂ := 1 / (2 * I * k)

/-- The quantity `exp(ikd)/(2ik)`; for `d ≥ 0` it is the propagator between two sites a distance `d`
apart. -/
def hop (k d : ℝ) : ℂ := cexp (I * k * d) / (2 * I * k)

/-- Two-delta scattering matrix for the inverse strengths `a` and `b`. -/
def twoDelta (a b k d : ℝ) : Matrix (Fin 2) (Fin 2) ℂ :=
  !![a - onsite k, -hop k d; -hop k d, b - onsite k]

/-- Multiple-scattering denominator `(1 - v₁g)(1 - v₂g) - v₁v₂h²` of two scatterers, with `g`
the on-site term and `h` the propagator. -/
def msDenom (v₁ v₂ k d : ℝ) : ℂ :=
  (1 - v₁ * onsite k) * (1 - v₂ * onsite k) - v₁ * v₂ * hop k d ^ 2

/-- For `k ≠ 0` the Green function minus its conjugate, times `2ik`, is `exp(iky) + exp(-iky)`. -/
theorem green_sub_conj {k : ℝ} (hk : k ≠ 0) (y : ℝ) :
    2 * I * k * (green k y - conj (green k y)) = cexp (I * k * y) + cexp (-(I * k * y)) := by
  have h2 : (2 * I * k : ℂ) ≠ 0 :=
    mul_ne_zero (mul_ne_zero two_ne_zero I_ne_zero) (ofReal_ne_zero.2 hk)
  have h : cexp (I * k * ((|y| : ℝ) : ℂ)) + cexp (-(I * k * ((|y| : ℝ) : ℂ)))
      = cexp (I * k * y) + cexp (-(I * k * y)) := by
    rcases abs_choice y with h | h
    · rw [h]
    · rw [h, ofReal_neg, mul_neg, neg_neg, add_comm]
  have hc : conj (green k y) = -(cexp (-(I * k * ((|y| : ℝ) : ℂ))) / (2 * I * k)) := by
    rw [green, map_div₀, ← Complex.exp_conj]
    simp only [map_mul, conj_I, conj_ofReal, map_ofNat]
    rw [show -I * k * ((|y| : ℝ) : ℂ) = -(I * k * ((|y| : ℝ) : ℂ)) by ring,
      show (2 * -I * k : ℂ) = -(2 * I * k) by ring, div_neg]
  rw [hc, green, sub_neg_eq_add, ← add_div, mul_div_cancel₀ _ h2, h]

/-- Flux balance for `k ≠ 0`: `4k Im ∑ conj(c_j) ψ(x_j)` equals minus the sum of the squared moduli
of the two far-field amplitudes. -/
theorem flux_balance {k : ℝ} (hk : k ≠ 0) (x : n → ℝ) (c : n → ℂ) :
    4 * k * (∑ j, conj (c j) * wave k x c (x j)).im
      = -(‖amp k x c‖ ^ 2 + ‖amp (-k) x c‖ ^ 2) := by
  -- conjugation of the quadratic form, by the symmetry of the Green function
  have hconj : conj (∑ j, conj (c j) * wave k x c (x j))
      = ∑ j, ∑ l, conj (c j) * conj (green k (x j - x l)) * c l := by
    simp only [wave, map_sum, map_mul, Finset.mul_sum, Complex.conj_conj]
    rw [Finset.sum_comm]
    refine Finset.sum_congr rfl fun j _ => Finset.sum_congr rfl fun l _ => ?_
    have hs : green k (x l - x j) = green k (x j - x l) := by
      unfold green
      rw [abs_sub_comm]
    rw [hs]
    ring
  have hA : ∀ κ : ℝ, conj (amp κ x c) * amp κ x c
      = ∑ j, ∑ l, conj (c j) * cexp (-(I * κ * ((x j - x l : ℝ) : ℂ))) * c l := by
    intro κ
    rw [amp, map_sum, Finset.sum_mul_sum]
    refine Finset.sum_congr rfl fun j _ => Finset.sum_congr rfl fun l _ => ?_
    rw [map_mul, ← Complex.exp_conj]
    simp only [map_mul, conj_I, conj_ofReal]
    rw [show -(I * κ * ((x j - x l : ℝ) : ℂ)) = -I * κ * x j + I * κ * x l by
      push_cast; ring, Complex.exp_add]
    ring
  have key : 2 * I * k * ((∑ j, conj (c j) * wave k x c (x j))
      - conj (∑ j, conj (c j) * wave k x c (x j)))
      = conj (amp k x c) * amp k x c + conj (amp (-k) x c) * amp (-k) x c := by
    rw [hA k, hA (-k), hconj]
    simp only [wave, Finset.mul_sum, ← Finset.sum_sub_distrib, ← Finset.sum_add_distrib]
    refine Finset.sum_congr rfl fun j _ => Finset.sum_congr rfl fun l _ => ?_
    rw [show -(I * ((-k : ℝ) : ℂ) * ((x j - x l : ℝ) : ℂ)) = I * k * ((x j - x l : ℝ) : ℂ) by
      push_cast; ring]
    linear_combination (conj (c j) * c l) * green_sub_conj hk (x j - x l)
  generalize (∑ j, conj (c j) * wave k x c (x j)) = S at key ⊢
  rw [Complex.sub_conj, Complex.conj_mul', Complex.conj_mul'] at key
  apply Complex.ofReal_injective
  push_cast at key ⊢
  linear_combination -key + 4 * k * (S.im : ℂ) * I_sq

/-- At a point at or to the left of all nonzero sources the wave is `exp(-iky)/(2ik)` times the
far-field amplitude. -/
theorem wave_left (k : ℝ) (x : n → ℝ) (c : n → ℂ) (y : ℝ) (hy : ∀ l, c l ≠ 0 → y ≤ x l) :
    wave k x c y = cexp (-(I * k * y)) / (2 * I * k) * amp k x c := by
  rw [wave, amp, Finset.mul_sum]
  refine Finset.sum_congr rfl fun l _ => ?_
  by_cases hl : c l = 0
  · simp [hl]
  rw [green, abs_sub_comm, abs_of_nonneg (sub_nonneg.2 (hy l hl)),
    show I * k * ((x l - y : ℝ) : ℂ) = -(I * k * y) + I * k * x l by push_cast; ring,
    Complex.exp_add]
  ring

/-- For finitely many delta scatterers of real strengths `v_j` and `k > 0`, sources with
`c_j = v_j ψ(x_j)`, where `ψ` is the wave they radiate themselves, all vanish. -/
theorem no_trapped_state {k : ℝ} (hk : 0 < k) (x v : n → ℝ) (c : n → ℂ)
    (h : ∀ j, c j = v j * wave k x c (x j)) : c = 0 := by
  classical
  -- real strengths neither absorb nor emit flux
  have him : (∑ j, conj (c j) * wave k x c (x j)).im = 0 := by
    rw [Complex.im_sum]
    refine Finset.sum_eq_zero fun j _ => ?_
    have hj := h j
    generalize wave k x c (x j) = w at hj ⊢
    rw [hj, map_mul, conj_ofReal, mul_assoc, Complex.conj_mul', ← ofReal_pow, ← ofReal_mul,
      ofReal_im]
  have hf := flux_balance hk.ne' x c
  rw [him, mul_zero] at hf
  have h0 : ‖amp k x c‖ ^ 2 = 0 := by
    linarith [sq_nonneg ‖amp k x c‖, sq_nonneg ‖amp (-k) x c‖]
  have hA : amp k x c = 0 := by simpa using h0
  -- the wave vanishes at the leftmost active scatterer
  by_contra hc
  obtain ⟨j₀, hj₀⟩ := Function.ne_iff.1 hc
  obtain ⟨j, hj, hmin⟩ := Finset.exists_min_image (univ.filter fun l => c l ≠ 0) x
    ⟨j₀, by simpa using hj₀⟩
  have hw := wave_left k x c (x j) fun l hl => hmin l (by simpa using hl)
  exact (Finset.mem_filter.1 hj).2 (by rw [h j, hw, hA]; simp)

/-- For nonzero real strengths and `k > 0` the multiple-scattering matrix of finitely many delta
scatterers is invertible. -/
theorem scatteringMatrix_isUnit [DecidableEq n] {k : ℝ} (hk : 0 < k) (x v : n → ℝ)
    (hv : ∀ j, v j ≠ 0) : IsUnit (scatteringMatrix k x v) := by
  rw [Matrix.isUnit_iff_isUnit_det, isUnit_iff_ne_zero]
  intro h0
  obtain ⟨c, hc, h⟩ := Matrix.exists_mulVec_eq_zero_iff.2 h0
  refine hc (no_trapped_state hk x v c fun j => ?_)
  have hj := congrFun h j
  have hG : (greenMatrix k x *ᵥ c) j = wave k x c (x j) := rfl
  have hv' : (v j : ℂ) ≠ 0 := ofReal_ne_zero.2 (hv j)
  rw [scatteringMatrix, Matrix.sub_mulVec, Pi.sub_apply, Matrix.mulVec_diagonal, hG,
    Pi.zero_apply, sub_eq_zero] at hj
  rw [← hj]
  field_simp

/-- For scatterers at `0` and `d` the multiple-scattering matrix is the two-delta matrix with
separation `|d|`. -/
theorem scatteringMatrix_two (v₁ v₂ k d : ℝ) :
    scatteringMatrix k ![0, d] ![v₁, v₂] = twoDelta (1 / v₁) (1 / v₂) k |d| := by
  ext i j
  fin_cases i <;> fin_cases j <;>
    simp [scatteringMatrix, greenMatrix, green, twoDelta, onsite, hop]

/-- For `k ≠ 0` and real inverse strengths the two-delta matrix is singular exactly when both
inverse strengths vanish and `sin(kd) = 0`. -/
theorem twoDelta_det_eq_zero_iff {k : ℝ} (hk : k ≠ 0) (a b d : ℝ) :
    (twoDelta a b k d).det = 0 ↔ a = 0 ∧ b = 0 ∧ Real.sin (k * d) = 0 := by
  obtain ⟨s, hs⟩ : ∃ s : ℝ, 2 * k * s = 1 := ⟨1 / (2 * k), by field_simp⟩
  have hs0 : s ≠ 0 := fun h => by simp [h] at hs
  have hsC : (2 * k * s : ℂ) = 1 := by exact_mod_cast hs
  have hg : (2 * I * k : ℂ)⁻¹ = -(s * I) :=
    inv_eq_of_mul_eq_one_right (by linear_combination hsC - 2 * k * s * I_sq)
  have hE : cexp (I * k * d) = (Real.cos (k * d) : ℂ) + (Real.sin (k * d) : ℂ) * I := by
    rw [show I * k * d = ((k * d : ℝ) : ℂ) * I by push_cast; ring, Complex.exp_mul_I,
      ← ofReal_cos, ← ofReal_sin]
  have hp := Real.sin_sq_add_cos_sq (k * d)
  generalize Real.sin (k * d) = S at hE hp ⊢
  generalize Real.cos (k * d) = C at hE hp
  have hpC : (S : ℂ) ^ 2 + (C : ℂ) ^ 2 = 1 := by exact_mod_cast hp
  -- real and imaginary parts of the determinant
  have hdet : (twoDelta a b k d).det = ((a * b - 2 * s ^ 2 * S ^ 2 : ℝ) : ℂ)
      + ((s * (a + b + 2 * s * S * C) : ℝ) : ℂ) * I := by
    rw [twoDelta, Matrix.det_fin_two_of, onsite, hop, hE]
    simp only [div_eq_mul_inv, hg]
    push_cast
    linear_combination (-(s : ℂ) ^ 2 * I ^ 2) * hpC
      + (s : ℂ) ^ 2 * ((S : ℂ) ^ 2 * (2 - I ^ 2) - 2 * C * S * I) * I_sq
  rw [hdet]
  constructor
  · intro h
    have h1 : a * b - 2 * s ^ 2 * S ^ 2 = 0 := by
      have := congrArg Complex.re h
      simp only [add_re, mul_re, ofReal_re, ofReal_im, I_re, I_im, zero_re] at this
      linarith
    have h2 : s * (a + b + 2 * s * S * C) = 0 := by
      have := congrArg Complex.im h
      simp only [add_im, mul_im, ofReal_re, ofReal_im, I_re, I_im, zero_im] at this
      linarith
    have h2' := (mul_eq_zero.1 h2).resolve_left hs0
    -- a vanishing sum of squares
    have h3 : a ^ 2 + b ^ 2 + (2 * s * S ^ 2) ^ 2 = 0 := by
      linear_combination (a + b - 2 * s * S * C) * h2' - 2 * h1 + 4 * s ^ 2 * S ^ 2 * hp
    have p1 := sq_nonneg a
    have p2 := sq_nonneg b
    have p3 := sq_nonneg (2 * s * S ^ 2)
    have ha : a ^ 2 = 0 := by linarith
    have hb : b ^ 2 = 0 := by linarith
    have hS : (2 * s * S ^ 2) ^ 2 = 0 := by linarith
    exact ⟨by simpa using ha, by simpa using hb, by simpa [hs0] using hS⟩
  · rintro ⟨ha, hb, hS⟩
    simp [ha, hb, hS]

/-- For nonzero real `v₁, v₂`, `k > 0` and real `d` the multiple-scattering denominator is
nonzero, the two-delta matrix is invertible, and its inverse has the stated closed form. -/
theorem twoDelta_invertible {v₁ v₂ k : ℝ} (h₁ : v₁ ≠ 0) (h₂ : v₂ ≠ 0) (hk : 0 < k) (d : ℝ) :
    msDenom v₁ v₂ k d ≠ 0 ∧ IsUnit (twoDelta (1 / v₁) (1 / v₂) k d) ∧
    (twoDelta (1 / v₁) (1 / v₂) k d)⁻¹ = (msDenom v₁ v₂ k d)⁻¹ •
      !![v₁ * (1 - v₂ * onsite k), v₁ * v₂ * hop k d;
         v₁ * v₂ * hop k d, v₂ * (1 - v₁ * onsite k)] := by
  have c₁ : (v₁ : ℂ) ≠ 0 := ofReal_ne_zero.2 h₁
  have c₂ : (v₂ : ℂ) ≠ 0 := ofReal_ne_zero.2 h₂
  have hdet : (twoDelta (1 / v₁) (1 / v₂) k d).det ≠ 0 := fun h =>
    one_div_ne_zero h₁ ((twoDelta_det_eq_zero_iff hk.ne' _ _ d).1 h).1
  have hD : msDenom v₁ v₂ k d = v₁ * v₂ * (twoDelta (1 / v₁) (1 / v₂) k d).det := by
    rw [twoDelta, Matrix.det_fin_two_of, msDenom]
    push_cast
    field_simp
  have hD0 : msDenom v₁ v₂ k d ≠ 0 := by
    rw [hD]
    exact mul_ne_zero (mul_ne_zero c₁ c₂) hdet
  refine ⟨hD0, (Matrix.isUnit_iff_isUnit_det _).2 (isUnit_iff_ne_zero.2 hdet), ?_⟩
  have hMN : twoDelta (1 / v₁) (1 / v₂) k d *
      !![v₁ * (1 - v₂ * onsite k), v₁ * v₂ * hop k d;
         v₁ * v₂ * hop k d, v₂ * (1 - v₁ * onsite k)]
      = msDenom v₁ v₂ k d • (1 : Matrix (Fin 2) (Fin 2) ℂ) := by
    rw [twoDelta, Matrix.mul_fin_two]
    ext i j
    fin_cases i <;> fin_cases j <;> simp [msDenom] <;> field_simp <;> ring
  apply Matrix.inv_eq_right_inv
  rw [Matrix.mul_smul, hMN, smul_smul, inv_mul_cancel₀ hD0, one_smul]

end

end DeltaNoBoundStateInContinuum
```

```lean
#print axioms DeltaNoBoundStateInContinuum.scatteringMatrix_isUnit
#print axioms DeltaNoBoundStateInContinuum.scatteringMatrix_two
#print axioms DeltaNoBoundStateInContinuum.twoDelta_invertible
```

```
'DeltaNoBoundStateInContinuum.scatteringMatrix_isUnit' depends on axioms: [propext, Classical.choice, Quot.sound]
'DeltaNoBoundStateInContinuum.scatteringMatrix_two' depends on axioms: [propext, Classical.choice, Quot.sound]
'DeltaNoBoundStateInContinuum.twoDelta_invertible' depends on axioms: [propext, Classical.choice, Quot.sound]
```

## Sources, waves and the multiple-scattering matrix

Scatterers carry an index $j$ from a finite type `n`, with real positions $x_j$ (`x`), real strengths $v_j$ (`v`) and complex source amplitudes $c_j$ (`c`). The wave number $k$ is real. The definitions `green`, `wave` and `amp` read
$$g(y)=\frac{e^{ik|y|}}{2ik},\qquad \psi(y)=\sum_l g(y-x_l)\,c_l,\qquad A(\kappa)=\sum_l e^{i\kappa x_l}c_l ,$$
with $y$ a point on the line and $\kappa$ a real wave number, used at $\pm k$. The matrix `greenMatrix` is $G_{jl}=g(x_j-x_l)$, and `scatteringMatrix` is $M=\mathrm{diag}(1/v_j)-G$.

The theorem `no_trapped_state` says that for $k>0$ the condition `∀ j, c j = v j * wave k x c (x j)` forces $c=0$. The positions may come in any order and may coincide, and strengths may be zero. The theorem `scatteringMatrix_isUnit` says that $M$ is invertible when all $v_j\neq0$. For a single scatterer $M$ is the number $1/v-1/(2ik)=1/v+i/(2k)$, whose imaginary part is positive.

For two scatterers put $g_0=1/(2ik)$ (`onsite`) and $h=e^{ikd}/(2ik)$ (`hop`) with real $d$. For real $a,b$, `twoDelta a b k d` is
$$M_2=\begin{pmatrix}a-g_0&-h\\-h&b-g_0\end{pmatrix}.$$
Lean numbers rows and columns $0,1$: index $0$ is the site at $0$ with strength $v_1$, index $1$ the site at $d$ with strength $v_2$. By `scatteringMatrix_two` the general matrix for the positions `![0, d]` equals `twoDelta (1 / v₁) (1 / v₂) k |d|`. By `twoDelta_det_eq_zero_iff`, for $k\neq0$, $\det M_2=0$ holds exactly when $a=0$, $b=0$ and $\sin kd=0$. The main theorem `twoDelta_invertible` takes $v_1,v_2\neq0$, $k>0$, any real $d$ and $a=1/v_1$, $b=1/v_2$. It states that the denominator `msDenom`,
$$D=(1-v_1g_0)(1-v_2g_0)-v_1v_2h^2,$$
is nonzero, that $M_2$ is invertible, and that
$$M_2^{-1}=\frac1D\begin{pmatrix}v_1(1-v_2g_0)&v_1v_2h\\ v_1v_2h&v_2(1-v_1g_0)\end{pmatrix}.$$

## The delta potential behind the definitions

In units $\hbar^2/2m=1$ a particle of energy $k^2$ in the potential $\sum_jv_j\,\delta(y-x_j)$ obeys $\Psi''+k^2\Psi=\sum_jv_j\Psi(x_j)\,\delta(y-x_j)$, so $v_j>0$ is repulsive. The function $g$ solves the free equation away from $0$ and its slope jumps from $-1/2$ to $+1/2$ there, so $g''+k^2g=\delta$; for $k>0$ it moves outward on both sides. With an incident free wave $\phi$ the solution is $\Psi=\phi+\psi$ with $c_j=v_j\Psi(x_j)$. Evaluating at $x_j$ and dividing by $v_j$ gives
$$\frac{c_j}{v_j}-\sum_lG_{jl}c_l=\phi(x_j),$$
a linear system with matrix $M$. A trapped state is a solution with $\phi=0$ and $c\neq0$, which is the condition excluded by `no_trapped_state`. Real $v_j$ means that a scatterer neither absorbs nor amplifies, and it makes $v_j$ finite. The sign of $k$ fixes the reading "outgoing"; the proofs use only $k\neq0$.

A bound state in the continuum is a square-integrable eigenfunction at energy $k^2>0$. Such a function vanishes outside the outermost scatterers, where it is a combination of $e^{\pm iky}$. Subtracting $\psi$ leaves a free wave with no left-moving part on the far right and no right-moving part on the far left, so $\phi=0$, and then $c=0$ makes the eigenfunction vanish. The Lean statements start from the algebraic condition on $c$, so the differential equation, this reduction and the worked standing wave below are interpretation and carry no machine check.

The theorems concern one channel in one dimension, finitely many point scatterers and real $k\neq0$. They are silent on negative energies, where attractive deltas bind, on resonances at complex $k$, and on the threshold $k=0$, and they give no lower bound on $|D|$. The matrix `twoDelta` contains $e^{ikd}$ and not $e^{ik|d|}$, so it is the physical matrix for $d\ge0$; the main theorem holds for every real $d$ and hence at $|d|$.

The values $a=b=0$ are infinite strengths, that is hard walls. For $d>0$ and $kd=\pi$ we have $h=-g_0$, and $c=(1,1)$ is a null vector of $M_2$. Its wave is $(e^{iky}+e^{ik(d-y)})/(2ik)=\sin(ky)/k$ between the walls and zero outside; the normalised box state $\sqrt{2/d}\,\sin ky$ belongs to $c=k\sqrt{2/d}\,(1,1)$. At $d=0$ the matrix with $a=b=0$ is singular too, but the null vector $(1,-1)$ produces no wave. Since Lean sets $1/0=0$, a strength $v=0$ inserted in `1 / v₁` would read as a hard wall and not as an absent scatterer, which the hypotheses `h₁`, `h₂` and `hv` exclude.

The matrix $M$ has the form of multiple-scattering theory, inverse single-site t-matrices $1/v_j-g_0$ on the diagonal and minus the free propagators off it. For one non-interacting particle and a finite one-dimensional cluster of delta potentials, the result says that, with nonzero real strengths, the linear system for $c$ with matrix $M$ has exactly one solution for each incident wave at each positive energy.

## Flux balance and the leftmost source

The complex conjugate of $g$ is $-e^{-ik|y|}/(2ik)$, so
$$2ik\,\bigl(g(y)-\overline{g(y)}\bigr)=e^{ik|y|}+e^{-ik|y|}=e^{iky}+e^{-iky},$$
the last step because the sum is even in $y$. This is `green_sub_conj`, where `abs_choice` treats the cases $|y|=y$ and $|y|=-y$.

Let $Q=\sum_j\overline{c_j}\,\psi(x_j)=\sum_{jl}\overline{c_j}\,g(x_j-x_l)\,c_l$. Conjugating, exchanging the names $j$ and $l$ and using that $g$ is even gives $\overline Q=\sum_{jl}\overline{c_j}\,\overline{g(x_j-x_l)}\,c_l$, which is `hconj`. Multiplying out gives $|A(\kappa)|^2=\sum_{jl}\overline{c_j}\,e^{-i\kappa(x_j-x_l)}c_l$, which is `hA`. Term by term,
$$2ik\,(Q-\overline Q)=\sum_{jl}\overline{c_j}\bigl(e^{ik(x_j-x_l)}+e^{-ik(x_j-x_l)}\bigr)c_l=|A(-k)|^2+|A(k)|^2 .$$
This is `key`, closed by `linear_combination` with `green_sub_conj` multiplied by $\overline{c_j}c_l$. Since $Q-\overline Q=2i\,\mathrm{Im}\,Q$, the left side is $-4k\,\mathrm{Im}\,Q$, and `flux_balance` follows:
$$4k\,\mathrm{Im}\,Q=-\bigl(|A(k)|^2+|A(-k)|^2\bigr).$$
The right side is proportional to the flux sent to the left and to the right.

If $y\le x_l$ for every $l$ with $c_l\neq0$, then $|y-x_l|=x_l-y$ in each surviving term, and $\psi(y)=e^{-iky}A(k)/(2ik)$. This is `wave_left`; the inequality is not strict, so it applies at the leftmost active site itself.

Now let $c_j=v_j\psi(x_j)$. Then $\overline{c_j}\,\psi(x_j)=v_j|\psi(x_j)|^2$ is real, so $\mathrm{Im}\,Q=0$ (`him`). The sum of two squared moduli vanishes, hence $A(k)=0$. If some $c_l$ were nonzero, choose among the active sites one with the smallest position $x_j$, as `Finset.exists_min_image` does. There $\psi(x_j)=0$ by `wave_left`, so $c_j=v_j\cdot0=0$, a contradiction. For `scatteringMatrix_isUnit`, a vanishing determinant gives $c\neq0$ with $Mc=0$ through `Matrix.exists_mulVec_eq_zero_iff`. Row $j$ reads $c_j/v_j=\psi(x_j)$, and multiplication by $v_j$ gives the excluded condition.

## The two-site determinant as a sum of squares

The two-site theorems are proved directly, without the flux argument. Put $s=1/(2k)$, $S=\sin kd$ and $C=\cos kd$. Then $g_0=-is$ and $h=-is\,e^{ikd}$, so $h^2=-s^2e^{2ikd}$ and
$$\det M_2=(a+is)(b+is)+s^2e^{2ikd}=ab-s^2+is(a+b)+s^2(\cos2kd+i\sin2kd).$$
With $1-\cos2kd=2S^2$ and $\sin2kd=2SC$,
$$\det M_2=(ab-2s^2S^2)+i\,s\,(a+b+2sSC).$$
This is `hdet`. Lean introduces $s$ through $2ks=1$, writes $e^{ikd}=C+iS$ (`hE`) and verifies the identity from $S^2+C^2=1$ and $i^2=-1$.

A zero determinant gives $ab=2s^2S^2$ (`h1`) and, as $s\neq0$, $a+b=-2sSC$ (`h2'`). Therefore
$$a^2+b^2=(a+b)^2-2ab=4s^2S^2C^2-4s^2S^2=-4s^2S^4,$$
which is `h3`, the equation `a ^ 2 + b ^ 2 + (2 * s * S ^ 2) ^ 2 = 0`. Three real squares with sum zero vanish one by one, so $a=b=0$ and $S=0$. Conversely these values annul both parts of the determinant.

## The denominator and the inverse

With $a=1/v_1\neq0$ the determinant is nonzero, and this step uses `h₁` and $k\neq0$ but not `h₂`. Multiplying $\det M_2=(1/v_1-g_0)(1/v_2-g_0)-h^2$ by $v_1v_2$ gives $D=v_1v_2\det M_2$ (`hD`), which needs both strengths nonzero and yields $D\neq0$. Let $N$ be the matrix that multiplies $1/D$ in the formula for the inverse. The entry $(0,0)$ of $M_2N$ is
$$(1/v_1-g_0)\,v_1(1-v_2g_0)-v_1v_2h^2=D,$$
and the entry $(0,1)$ is
$$(1/v_1-g_0)\,v_1v_2h-h\,v_2(1-v_1g_0)=0 .$$
The entries $(1,1)$ and $(1,0)$ follow by exchanging $v_1$ and $v_2$. So $M_2N=D\cdot1$, which `hMN` checks entry by entry, and `Matrix.inv_eq_right_inv` identifies the right inverse $N/D$ with $M_2^{-1}$.
